# Edge-orbital numbers compatible with the inversion parities of a chain's bands

Before fitting Wannier functions to a group of bands by projection, one chooses trial orbitals and their positions. Take non-interacting electrons on an inversion-symmetric chain, and $N$ trial orbitals per cell for $N$ bands, each even or odd about a cell centre or a cell edge. To span the bands at $k=0$ and $k=\pi$, the trial orbitals must give the same number of odd states there as the bands do. For $a$ odd states at $0$ and $b$ at $\pi$, counted under inversion about a cell centre, we find which numbers of edge orbitals meet this condition.

## Orbitals and inversion

```lean
import Mathlib

open Finset

namespace InversionChain

noncomputable section

/-- The four kinds of orbital: s (even) or p (odd), at the cell centre or at the cell edge. -/
inductive Orbital
  | sCentre
  | pCentre
  | sEdge
  | pEdge
  deriving DecidableEq

open Orbital
```

An orbital is s or p, at the cell centre or the cell edge. Only its parity matters here, so s and p stand for any even and odd orbital.

```lean
/-- There are finitely many kinds of orbital, namely the four listed. -/
instance : Fintype Orbital where
  elems := {sCentre, pCentre, sEdge, pEdge}
  complete := by
    intro w
    cases w <;> simp

/-- Parity of an orbital under inversion about its own centre. -/
def parity : Orbital → ℂ
  | sCentre => 1
  | pCentre => -1
  | sEdge => 1
  | pEdge => -1
```

The parity $\eta_w$ of kind $w$ is $+1$ for s and $-1$ for p, taken about the orbital's own centre.

```lean
/-- Twice the position of an orbital in its cell, in lattice constants. -/
def shift : Orbital → ℤ
  | sCentre => 0
  | pCentre => 0
  | sEdge => 1
  | pEdge => 1
```

The integer $t_w$ is twice the position within the cell: $0$ at the centre, $1$ at the edge.

```lean
/-- The orbitals of one cell, when there are `n w` of each kind `w`. -/
abbrev Cell (n : Orbital → ℕ) := (w : Orbital) × Fin (n w)
```

The function `n` gives the number of orbitals of each kind per cell. An element of `Cell n` is a pair: a kind $w$ and a label among the `n w` orbitals of that kind.

```lean
/-- Inversion about the centre of cell 0: an orbital at `R + shift / 2` is exchanged with
its partner at `-R - shift / 2`, and the amplitude is multiplied by the orbital's parity. -/
def invert (n : Orbital → ℕ) (ψ : ℤ → Cell n → ℂ) : ℤ → Cell n → ℂ :=
  fun R j => parity j.1 * ψ (-R - shift j.1) j
```

A state $\psi$ has an amplitude $\psi_j(R)$ for each cell $R$ and orbital $j$. Writing $\eta_j,t_j$ for the values of $j$'s kind, inversion about the centre of cell 0 is
$$(I\psi)_j(R)=\eta_j\,\psi_j(-R-t_j).$$

```lean
/-- The Bloch wave of crystal momentum `k` with orbital coefficients `c`. -/
def bloch {n : Orbital → ℕ} (k : ℝ) (c : Cell n → ℂ) : ℤ → Cell n → ℂ :=
  fun R j => Complex.exp (k * Complex.I) ^ R * c j
```

The Bloch wave is $\psi_j(R)=e^{ikR}c_j$. The phase follows the cell index, not the orbital position, and the lattice constant is 1.

## Counting odd states

```lean
/-- The coefficients whose Bloch wave at `k` changes sign under inversion. -/
def oddSpace (n : Orbital → ℕ) (k : ℝ) : Submodule ℂ (Cell n → ℂ) where
  carrier := {c | invert n (bloch k c) = -bloch k c}
  zero_mem' := by
    change invert n (bloch k 0) = -bloch k 0
    funext R j
    simp [invert, bloch]
  add_mem' := by
    intro c d hc hd
    change invert n (bloch k (c + d)) = -bloch k (c + d)
    funext R j
    have h1 := congrFun (congrFun hc R) j
    have h2 := congrFun (congrFun hd R) j
    simp only [invert, bloch, Pi.neg_apply, Pi.add_apply] at h1 h2 ⊢
    linear_combination h1 + h2
  smul_mem' := by
    intro r c hc
    change invert n (bloch k (r • c)) = -bloch k (r • c)
    funext R j
    have h1 := congrFun (congrFun hc R) j
    simp only [invert, bloch, Pi.neg_apply, Pi.smul_apply, smul_eq_mul] at h1 ⊢
    linear_combination r * h1
```

These are the coefficients $c$ with $I\psi=-\psi$. The remaining lines check that they form a complex vector space.

```lean
/-- The number of independent odd Bloch states at `k`. -/
def oddBands (n : Orbital → ℕ) (k : ℝ) : ℕ := Module.finrank ℂ (oddSpace n k)
```

The number of odd bands is the dimension of that space.

```lean
/-- The number of orbitals per cell that sit at the cell edge. -/
def edgeNumber (n : Orbital → ℕ) : ℕ := n sEdge + n pEdge
```

This is the edge-orbital number $m$.

```lean
/-- The orbitals `n` reproduce `N` bands with `a` odd states at `k = 0` and `b` at `k = π`. -/
def Decomposes (N a b : ℕ) (n : Orbital → ℕ) : Prop :=
  ∑ w, n w = N ∧ oddBands n 0 = a ∧ oddBands n Real.pi = b
```

`Decomposes N a b n` says that the orbitals reproduce the band number and both odd counts. It compares numbers only: there is no Hamiltonian, and no localised Wannier functions are constructed for given bands.

```lean
/-- At `k = 0` inversion multiplies each orbital's Bloch wave by the orbital's parity. -/
theorem invert_bloch_zero {n : Orbital → ℕ} (c : Cell n → ℂ) (R : ℤ) (j : Cell n) :
    invert n (bloch 0 c) R j = parity j.1 * bloch 0 c R j := by
  simp [invert, bloch]
```

At $k=0$ the phase is 1 in every cell, so inversion multiplies component $j$ by $\eta_j$.

```lean
/-- At `k = π` inversion gives the orbital's parity, with an additional sign for orbitals
at the cell edge. -/
theorem invert_bloch_pi {n : Orbital → ℕ} (c : Cell n → ℂ) (R : ℤ) (j : Cell n) :
    invert n (bloch Real.pi c) R j =
      parity j.1 * (-1) ^ shift j.1 * bloch Real.pi c R j := by
  have key : (-1 : ℂ) ^ (-R - shift j.1) = (-1) ^ shift j.1 * (-1) ^ R := by
    rw [show -R - shift j.1 = -(shift j.1 + R) by ring, zpow_neg, ← inv_zpow,
      show (-1 : ℂ)⁻¹ = -1 by norm_num, zpow_add₀ (by norm_num)]
  simp only [invert, bloch, Complex.exp_pi_mul_I]
  rw [key]
  ring
```

At $k=\pi$ the phase is $(-1)^R$, and
$$(-1)^{-R-t_j}=(-1)^{t_j}(-1)^R.$$
The factor is therefore $\eta_j(-1)^{t_j}$: edge orbitals gain a sign. The step `key` is this identity.

```lean
/-- If inversion at `k` flips the Bloch waves of the orbital kinds in `S` and preserves those
of the other kinds, the number of odd states is the number of orbitals of the kinds in `S`. -/
theorem oddBands_eq_sum (n : Orbital → ℕ) (k : ℝ) (S : Finset Orbital)
    (h : ∀ (c : Cell n → ℂ) R j,
      invert n (bloch k c) R j = (if j.1 ∈ S then -1 else 1) * bloch k c R j) :
    oddBands n k = ∑ w ∈ S, n w := by
  -- the odd space is the range of the projector onto the flipped orbitals
  have e : oddSpace n k = LinearMap.range
      (Matrix.diagonal (fun j : Cell n => if j.1 ∈ S then (1 : ℂ) else 0)).mulVecLin := by
    ext c
    constructor
    · intro hc
      refine ⟨c, ?_⟩
      funext j
      have h1 := congrFun (congrFun hc 0) j
      rw [h] at h1
      by_cases hj : j.1 ∈ S
      · simp [Matrix.mulVec_diagonal, hj]
      · simp only [hj, if_false, bloch, zpow_zero, one_mul, Pi.neg_apply] at h1
        have h0 : c j = 0 := by linear_combination h1 / 2
        simp [Matrix.mulVec_diagonal, h0]
    · rintro ⟨d, rfl⟩
      change invert n (bloch k _) = -bloch k _
      funext R j
      rw [h]
      by_cases hj : j.1 ∈ S <;> simp [bloch, Matrix.mulVec_diagonal, hj]
  have hS : ∑ w ∈ S, n w = ∑ w, if w ∈ S then n w else 0 := by simp
  unfold oddBands
  rw [e, hS]
  change (Matrix.diagonal (fun j : Cell n => if j.1 ∈ S then (1 : ℂ) else 0)).rank = _
  rw [Matrix.rank_diagonal, Fintype.card_subtype, Finset.card_filter, Fintype.sum_sigma]
  refine Finset.sum_congr rfl fun w _ => ?_
  by_cases hw : w ∈ S <;> simp [hw]
```

Suppose inversion multiplies component $j$ by $-1$ for kinds in $S$ and by $+1$ otherwise. Oddness leaves the first components free and forces $c_j=-c_j$, hence $c_j=0$, for the others. The dimension is the number of orbitals of kinds in $S$. Lean identifies the odd space with the range of a diagonal projector, whose rank counts its nonzero entries.

```lean
/-- Orbital content and band parities: p orbitals are odd at `k = 0`, while p orbitals at
centres and s orbitals at edges are odd at `k = π`. -/
theorem decomposes_iff (N a b : ℕ) (n : Orbital → ℕ) :
    Decomposes N a b n ↔ n sCentre + n pCentre + n sEdge + n pEdge = N ∧
      n pCentre + n pEdge = a ∧ n pCentre + n sEdge = b := by
  have h0 : oddBands n 0 = n pCentre + n pEdge := by
    rw [oddBands_eq_sum n 0 {pCentre, pEdge}, Finset.sum_pair (by decide)]
    rintro c R ⟨w, i⟩
    rw [invert_bloch_zero]
    congr 1
    cases w <;> simp [parity]
  have hpi : oddBands n Real.pi = n pCentre + n sEdge := by
    rw [oddBands_eq_sum n Real.pi {pCentre, sEdge}, Finset.sum_pair (by decide)]
    rintro c R ⟨w, i⟩
    rw [invert_bloch_pi]
    congr 1
    cases w <;> simp [parity, shift]
  have hu : (univ : Finset Orbital) = {sCentre, pCentre, sEdge, pEdge} := by
    ext w
    cases w <;> simp
  have hN : ∑ w, n w = n sCentre + n pCentre + n sEdge + n pEdge := by
    rw [hu]
    simp [add_assoc]
  rw [Decomposes, h0, hpi, hN]
```

Write $s_c,p_c,s_e,p_e$ for the four orbital numbers, with $c$ for centre and $e$ for edge. The factors above give
$$s_c+p_c+s_e+p_e=N,\quad p_c+p_e=a,\quad p_c+s_e=b.$$
The proof applies the counting theorem with $S$ equal to the two p kinds at $0$, and to `pCentre` and `sEdge` at $\pi$.

## Solving for the orbital numbers

```lean
/-- The orbital content with given numbers of s and p orbitals at centres and at edges. -/
def content (s p s' p' : ℕ) : Orbital → ℕ
  | sCentre => s
  | pCentre => p
  | sEdge => s'
  | pEdge => p'
```

`content` packs four numbers into a function `n`.

```lean
/-- A decomposition into s and p orbitals at centres and edges exists exactly when neither
number of odd states exceeds the number of bands. -/
theorem exists_decomposition_iff (N a b : ℕ) :
    (∃ n, Decomposes N a b n) ↔ a ≤ N ∧ b ≤ N := by
  constructor
  · rintro ⟨n, hn⟩
    rw [decomposes_iff] at hn
    omega
  · rintro ⟨ha, hb⟩
    refine ⟨content (N - max a b) (min a b) (b - a) (a - b), ?_⟩
    rw [decomposes_iff]
    simp only [content]
    omega
```

The equations give $a,b\le N$ at once. Conversely, take $s_c=N-\max(a,b)$, $p_c=\min(a,b)$, $s_e=\max(b-a,0)$ and $p_e=\max(a-b,0)$. Subtraction of natural numbers in Lean stops at zero, so `b - a` is already the third value. The tactic `omega` does the linear integer arithmetic.

```lean
/-- The possible numbers of edge orbitals for `N` bands with `a` odd states at `k = 0` and
`b` at `k = π` are exactly `|a - b|, |a - b| + 2, …, min (a + b) (2N - a - b)`. -/
theorem edgeNumber_iff (N a b m : ℕ) :
    (∃ n, Decomposes N a b n ∧ edgeNumber n = m) ↔
      ∃ j : ℕ, (m : ℤ) = |(a : ℤ) - b| + 2 * j ∧
        (m : ℤ) ≤ min ((a : ℤ) + b) (2 * N - a - b) := by
  have habs := abs_cases ((a : ℤ) - b)
  constructor
  · rintro ⟨n, hn, hm⟩
    rw [decomposes_iff] at hn
    unfold edgeNumber at hm
    -- each s-p pair at the edge adds two to the minimal number
    refine ⟨min (n sEdge) (n pEdge), ?_, ?_⟩ <;> omega
  · rintro ⟨j, hj, hm⟩
    refine ⟨content ((2 * N - a - b - m) / 2) ((a + b - m) / 2)
      ((m + b - a) / 2) ((m + a - b) / 2), ?_, ?_⟩
    · rw [decomposes_iff]
      simp only [content]
      omega
    · simp only [edgeNumber, content]
      omega
```

With $m=s_e+p_e$ the equations have one solution:
$$p_c=\tfrac{a+b-m}{2},\quad s_c=\tfrac{2N-a-b-m}{2},\quad s_e=\tfrac{m+b-a}{2},\quad p_e=\tfrac{m+a-b}{2}.$$
These are non-negative integers exactly when $m$ has the parity of $a-b$ and
$$|a-b|\le m\le\min(a+b,\,2N-a-b).$$
This is the stated list, in steps of two. In the forward direction Lean takes the integer `j` of the theorem to be $\min(s_e,p_e)$, the number of s–p pairs at the edge; in the reverse direction it inserts the solution above. The bounds themselves force $a,b\le N$.

For $N=3$, $a=1$, $b=2$, the list is $m=1,3$. The contents $(s_c,p_c,s_e,p_e)$ are $(1,1,1,0)$ and $(0,0,2,1)$.

The same argument gives the possible numbers of centre orbitals, $N-m$. For $a,b\le N$ they are $|N-a-b|,\,|N-a-b|+2,\,\dots,\,N-|a-b|$, which in the example means $0$ and $2$.

```lean
/-- For `a, b ≤ N`, the band parities fix the number of edge orbitals exactly when, at
`k = 0` or at `k = π`, all states have the same parity. -/
theorem edgeNumber_unique_iff (N a b : ℕ) (ha : a ≤ N) (hb : b ≤ N) :
    (∀ n n', Decomposes N a b n → Decomposes N a b n' → edgeNumber n = edgeNumber n') ↔
      (a = 0 ∨ a = N) ∨ (b = 0 ∨ b = N) := by
  constructor
  · intro h
    by_contra hc
    -- trade an s-p pair at the centre for an s-p pair at the edge
    have h1 := h (content (N - max a b) (min a b) (b - a) (a - b))
      (content (N - max a b - 1) (min a b - 1) (b - a + 1) (a - b + 1))
      (by rw [decomposes_iff]; simp only [content]; omega)
      (by rw [decomposes_iff]; simp only [content]; omega)
    simp only [edgeNumber, content] at h1
    omega
  · intro h n n' hn hn'
    rw [decomposes_iff] at hn hn'
    unfold edgeNumber
    omega

end

end InversionChain
```

For $a,b\le N$, the parities fix $m$ exactly when $a$ or $b$ is $0$ or $N$. Otherwise the content used for existence has an s and a p orbital at the centre; moving both to the edge preserves $N,a,b$ and raises $m$ by two. Conversely, $\min(a,b)=0$ or $\max(a,b)=N$ makes the two ends of the list coincide.

```lean
#print axioms InversionChain.exists_decomposition_iff
-- 'InversionChain.exists_decomposition_iff' depends on axioms: [propext, Classical.choice, Quot.sound]
#print axioms InversionChain.edgeNumber_iff
-- 'InversionChain.edgeNumber_iff' depends on axioms: [propext, Classical.choice, Quot.sound]
#print axioms InversionChain.edgeNumber_unique_iff
-- 'InversionChain.edgeNumber_unique_iff' depends on axioms: [propext, Classical.choice, Quot.sound]
```
